# All Hückel levels of an m-atom chain recur in an n-atom chain exactly when m+1 divides n+1

Take two linear chains of $m$ and $n$ atoms in Hückel theory, with the same site energy throughout and the same nonzero coupling between neighbours. Every orbital level of the $m$-atom chain is also a level of the $n$-atom chain if and only if $m+1$ divides $n+1$. The same condition decides whether the characteristic polynomial of the shorter chain's adjacency matrix divides that of the longer one over the rationals.

## Orbital levels of a uniform chain

Ethylene ($m=2$) has the $\pi$ levels $\alpha\pm\beta$. Both recur in the five-atom pentadienyl chain, since $3$ divides $6$, but not in butadiene, since $3$ does not divide $5$. Here $\alpha$, the Coulomb integral, is the energy of an electron in one carbon p orbital, and $\beta$, the resonance integral, couples neighbouring p orbitals.

The Hamiltonian of the $n$-atom chain is $H=\alpha\,1+\beta A$, where the adjacency matrix $A$ has entry 1 between neighbours and 0 elsewhere. Let $P_n(X)=\det(X\,1-A)$. Writing a level as $E=\alpha+\beta x$ turns the search for levels into the search for roots $x$ of $P_n$. Many textbooks use $x=(\alpha-E)/\beta$, which has the opposite sign.

The result predicts coincidences between spectra that a tight-binding program should reproduce for non-interacting electrons on uniform chains with open ends, one orthonormal orbital per atom and coupling between nearest neighbours only.

## The two equivalences in Lean

`pathAdj R n` is $A$ with entries in a commutative ring `R` and atoms numbered from 0, and `pathPoly R n` is $P_n$. The theorem `pathPoly_dvd_iff` says that, for all natural numbers $m$ and $n$, $P_m$ divides $P_n$ over ℚ if and only if $m+1$ divides $n+1$.

`huckel α β n` is $H$ with real parameters. `IsLevel α β n E` says that some nonzero real vector $v$ satisfies $Hv=Ev$; it records neither degeneracy nor occupation. The theorem `levels_recur_iff` says that, for $\beta\neq0$, every level of the $m$-atom chain is a level of the $n$-atom chain if and only if $m+1$ divides $n+1$. The hypothesis means that neighbours do interact: at $\beta=0$ every nonempty chain has the single level $\alpha$, and the equivalence fails.

Size zero is allowed. The empty chain has $P_0=1$ and no levels, so both equivalences hold for $m=0$.

The step to real molecules assumes that one pair $\alpha,\beta$ describes every atom and bond in both chains, and that coupling beyond neighbours is negligible. Bond alternation, end effects and electron repulsion can all spoil the coincidences.

## Adding an atom and joining chains

The first row of $X\,1-A$ for $n+2$ atoms is $(X,-1,0,\dots,0)$. The entry $X$ contributes $XP_{n+1}$. The minor of the entry $-1$ has first column $(-1,0,\dots,0)^T$, so it equals $-P_n$. With the cofactor sign,
$$P_{n+2}=XP_{n+1}-P_n,\qquad P_0=1,\quad P_1=X.$$

Joining chains of $a+1$ and $b+1$ atoms by a bond gives
$$P_{a+b+2}=P_{a+1}P_{b+1}-P_aP_b.$$
For $b=0$ this is the recursion. If it holds for $b$ and every $a$, apply it with $a+1$ in place of $a$:
$$\begin{aligned}P_{a+b+3}&=P_{a+2}P_{b+1}-P_{a+1}P_b\\&=(XP_{a+1}-P_a)P_{b+1}-P_{a+1}P_b\\&=P_{a+1}P_{b+2}-P_aP_{b+1}.\end{aligned}$$

Now let $n+1=k(m+1)$ with $k\ge1$. If $m=0$, then $P_0=1$ divides everything. If $m\ge1$, start from $P_m\mid P_m$ and lengthen the chain by $m+1$ atoms at a time. When $P_m$ divides $P_N$, the joining rule gives
$$P_{N+m+1}=P_{N+1}P_m-P_NP_{m-1},$$
and $P_m$ divides both terms. After $k-1$ steps, $P_m\mid P_n$.

## One root decides the converse

For every real $\theta$,
$$P_n(2\cos\theta)\sin\theta=\sin((n+1)\theta).$$
The cases $n=0$ and $n=1$ read $\sin\theta=\sin\theta$ and $2\cos\theta\sin\theta=\sin2\theta$. The recursion supplies the rest through
$$2\cos\theta\,\sin((n+2)\theta)-\sin((n+1)\theta)=\sin((n+3)\theta).$$

Let $m\ge1$ and $\theta=\pi/(m+1)$. Then $0<\theta<\pi$, so $\sin\theta>0$, and $P_n(2\cos\theta)=0$ exactly when $\sin((n+1)\pi/(m+1))=0$, that is, when $m+1$ divides $n+1$. Taking $n=m$ shows that $2\cos\theta$ is a root of $P_m$. If $P_m\mid P_n$, it is also a root of $P_n$, and the divisibility of the sizes follows.

For the energies, note that
$$(\alpha+\beta x)v-Hv=\beta(x\,1-A)v.$$
Since $\beta\ne0$, $\alpha+\beta x$ is a level exactly when $x\,1-A$ has a nonzero null vector, which means $P_n(x)=0$. If $m+1$ divides $n+1$, every root of $P_m$ is a root of $P_n$, so all levels recur. Conversely, for $m\ge1$ the recurrence of the single level $\alpha+2\beta\cos(\pi/(m+1))$ already forces the divisibility. An arbitrary level would not do: the three- and five-atom chains share the level $\alpha$, yet $4$ does not divide $6$.

## Path polynomials and Hückel levels in Lean

```lean
import Mathlib

open Polynomial

namespace LinearPolyene

/-- Adjacency matrix of the path of `n` atoms: entry 1 between neighbours, 0 otherwise. -/
def pathAdj (R : Type*) [CommRing R] (n : ℕ) : Matrix (Fin n) (Fin n) R :=
  Matrix.of fun i j => if (i : ℕ) + 1 = j ∨ (j : ℕ) + 1 = i then 1 else 0

/-- Characteristic polynomial of the adjacency matrix of the `n`-atom path. -/
noncomputable def pathPoly (R : Type*) [CommRing R] (n : ℕ) : R[X] :=
  (pathAdj R n).charpoly

/-- Hückel Hamiltonian of the `n`-atom chain, with Coulomb integral `α` and
resonance integral `β`. -/
noncomputable def huckel (α β : ℝ) (n : ℕ) : Matrix (Fin n) (Fin n) ℝ :=
  α • (1 : Matrix (Fin n) (Fin n) ℝ) + β • pathAdj ℝ n

/-- `E` is an orbital level of the `n`-atom chain: some nonzero orbital has energy `E`. -/
def IsLevel (α β : ℝ) (n : ℕ) (E : ℝ) : Prop :=
  ∃ v : Fin n → ℝ, v ≠ 0 ∧ (huckel α β n).mulVec v = E • v

section Recursion

variable (R : Type*) [CommRing R]

/-- The entries of the secular matrix `X - A` of the path. -/
theorem charmatrix_path (n : ℕ) (i j : Fin n) :
    (pathAdj R n).charmatrix i j =
      if (i : ℕ) = j then X else if (i : ℕ) + 1 = j ∨ (j : ℕ) + 1 = i then -1 else 0 := by
  rw [Matrix.charmatrix_apply, Matrix.diagonal_apply]
  simp only [pathAdj, Matrix.of_apply, Fin.ext_iff]
  split_ifs <;> first | omega | simp

/-- The secular polynomials of the empty chain and of the single atom are `1` and `X`. -/
theorem pathPoly_zero_one : pathPoly R 0 = 1 ∧ pathPoly R 1 = X := by
  constructor
  · simp [pathPoly, Matrix.charpoly]
  · rw [pathPoly, Matrix.charpoly, Matrix.det_fin_one, charmatrix_path]
    simp

/-- Removing end atoms: the secular polynomials obey `P (n+2) = X P (n+1) - P n`. -/
theorem pathPoly_add_two (n : ℕ) :
    pathPoly R (n + 2) = X * pathPoly R (n + 1) - pathPoly R n := by
  unfold pathPoly Matrix.charpoly
  have c0 : (Fin.succ (0 : Fin (n + 1))).succAbove 0 = 0 := by simp
  have c1 : ∀ j : Fin n, (Fin.succ (0 : Fin (n + 1))).succAbove j.succ = j.succ.succ := by
    intro j
    simp
  -- the first row has only two nonzero entries
  have a0 : (pathAdj R (n + 2)).charmatrix 0 0 = X := by
    rw [charmatrix_path]; simp
  have a1 : (pathAdj R (n + 2)).charmatrix 0 (Fin.succ 0) = -1 := by
    rw [charmatrix_path]; simp
  have a2 : ∀ j : Fin n, (pathAdj R (n + 2)).charmatrix 0 j.succ.succ = 0 := by
    intro j
    rw [charmatrix_path]; simp
  have h1 : (pathAdj R (n + 2)).charmatrix.submatrix Fin.succ (Fin.succAbove 0) =
      (pathAdj R (n + 1)).charmatrix := by
    refine Matrix.ext fun i j => ?_
    rw [Matrix.submatrix_apply, charmatrix_path, charmatrix_path]
    simp
  -- the second minor is expanded along its first column
  have h2 : ((pathAdj R (n + 2)).charmatrix.submatrix Fin.succ
      (Fin.succAbove (Fin.succ 0))).det = -(pathAdj R n).charmatrix.det := by
    have b0 : (pathAdj R (n + 2)).charmatrix.submatrix Fin.succ
        (Fin.succAbove (Fin.succ 0)) 0 0 = -1 := by
      rw [Matrix.submatrix_apply, c0, charmatrix_path]; simp
    have b1 : ∀ i : Fin n, (pathAdj R (n + 2)).charmatrix.submatrix Fin.succ
        (Fin.succAbove (Fin.succ 0)) i.succ 0 = 0 := by
      intro i
      rw [Matrix.submatrix_apply, c0, charmatrix_path]; simp
    have b2 : ((pathAdj R (n + 2)).charmatrix.submatrix Fin.succ
        (Fin.succAbove (Fin.succ 0))).submatrix (Fin.succAbove 0) Fin.succ =
        (pathAdj R n).charmatrix := by
      refine Matrix.ext fun i j => ?_
      rw [Matrix.submatrix_apply, Matrix.submatrix_apply, c1, charmatrix_path,
        charmatrix_path]
      simp
    rw [Matrix.det_succ_column_zero, Fin.sum_univ_succ]
    simp only [b1, mul_zero, zero_mul, Finset.sum_const_zero, add_zero]
    rw [b0, b2]
    simp
  rw [Matrix.det_succ_row_zero, Fin.sum_univ_succ, Fin.sum_univ_succ]
  simp only [a2, mul_zero, zero_mul, Finset.sum_const_zero, add_zero]
  rw [a0, a1, h1, h2]
  simp only [Fin.val_zero, Fin.val_succ]
  ring

/-- Joining chains of `a+1` and `b+1` atoms by a bond:
`P (a+b+2) = P (a+1) P (b+1) - P a P b`. -/
theorem pathPoly_join (a b : ℕ) : pathPoly R (a + b + 2) =
    pathPoly R (a + 1) * pathPoly R (b + 1) - pathPoly R a * pathPoly R b := by
  induction b generalizing a with
  | zero =>
    rw [add_zero, zero_add, pathPoly_add_two, (pathPoly_zero_one R).1,
      (pathPoly_zero_one R).2]
    ring
  | succ b ih =>
    have e : a + (b + 1) + 2 = (a + 1) + b + 2 := by omega
    rw [e, ih (a + 1), pathPoly_add_two R a, pathPoly_add_two R b]
    ring

/-- If `m+1` divides `n+1`, the secular polynomial of the `m`-atom path divides that of
the `n`-atom path, over any commutative ring. -/
theorem pathPoly_dvd {m n : ℕ} (h : m + 1 ∣ n + 1) : pathPoly R m ∣ pathPoly R n := by
  obtain ⟨k, hk⟩ := h
  cases m with
  | zero => rw [(pathPoly_zero_one R).1]; exact one_dvd _
  | succ b =>
    have key : ∀ k : ℕ, pathPoly R (b + 1) ∣ pathPoly R (k * (b + 2) + (b + 1)) := by
      intro k
      induction k with
      | zero => simp
      | succ k ih =>
        have e : (k + 1) * (b + 2) + (b + 1) = (k * (b + 2) + (b + 1)) + b + 2 := by ring
        rw [e, pathPoly_join]
        exact dvd_sub (dvd_mul_left _ _) (ih.mul_right _)
    cases k with
    | zero => simp at hk
    | succ k =>
      have e : n + 1 = (k * (b + 2) + (b + 1)) + 1 := by rw [hk]; ring
      rw [Nat.add_right_cancel e]
      exact key k

end Recursion

/-- The secular polynomial in trigonometric form: `P n (2 cos θ) sin θ = sin ((n+1) θ)`. -/
theorem eval_mul_sin (θ : ℝ) (n : ℕ) :
    (pathPoly ℝ n).eval (2 * Real.cos θ) * Real.sin θ = Real.sin (((n : ℝ) + 1) * θ) := by
  induction n using Nat.twoStepInduction with
  | zero => simp [(pathPoly_zero_one ℝ).1]
  | one =>
    have e : (((1 : ℕ) : ℝ) + 1) * θ = 2 * θ := by norm_num
    rw [(pathPoly_zero_one ℝ).2, eval_X, e, Real.sin_two_mul]
    ring
  | more n ih0 ih1 =>
    have e0 : ((n : ℝ) + 1) * θ = (n + 2) * θ - θ := by ring
    have e1 : (((n + 1 : ℕ) : ℝ) + 1) * θ = (n + 2) * θ := by push_cast; ring
    have e2 : (((n + 2 : ℕ) : ℝ) + 1) * θ = (n + 2) * θ + θ := by push_cast; ring
    rw [e0, Real.sin_sub] at ih0
    rw [e1] at ih1
    rw [pathPoly_add_two, eval_sub, eval_mul, eval_X, e2, Real.sin_add]
    linear_combination 2 * Real.cos θ * ih1 - ih0

/-- For `m ≥ 1`, the number `2 cos (π/(m+1))` is a root of the secular polynomial of the
`n`-atom path if and only if `m+1` divides `n+1`. -/
theorem root_iff {m : ℕ} (hm : 1 ≤ m) (n : ℕ) :
    (pathPoly ℝ n).eval (2 * Real.cos (Real.pi / ((m : ℝ) + 1))) = 0 ↔ m + 1 ∣ n + 1 := by
  have hm1 : (1 : ℝ) ≤ m := by exact_mod_cast hm
  have hm0 : (m : ℝ) + 1 ≠ 0 := by positivity
  have hs : 0 < Real.sin (Real.pi / ((m : ℝ) + 1)) :=
    Real.sin_pos_of_pos_of_lt_pi (by positivity) (div_lt_self Real.pi_pos (by linarith))
  have h := eval_mul_sin (Real.pi / ((m : ℝ) + 1)) n
  constructor
  · intro h0
    rw [h0, zero_mul] at h
    obtain ⟨k, hk⟩ := Real.sin_eq_zero_iff.mp h.symm
    have hk' : ((m : ℝ) + 1) * k = n + 1 := by
      apply mul_right_cancel₀ Real.pi_ne_zero
      calc ((m : ℝ) + 1) * k * Real.pi = (k * Real.pi) * (m + 1) := by ring
        _ = (n + 1) * Real.pi := by rw [hk]; field_simp
    have hz : ((m + 1 : ℕ) : ℤ) * k = ((n + 1 : ℕ) : ℤ) := by exact_mod_cast hk'
    exact Int.natCast_dvd_natCast.mp ⟨k, hz.symm⟩
  · rintro ⟨k, hk⟩
    have hk' : (n : ℝ) + 1 = (m + 1) * k := by exact_mod_cast hk
    have e : ((n : ℝ) + 1) * (Real.pi / (m + 1)) = k * Real.pi := by
      rw [hk']; field_simp
    rw [e, Real.sin_nat_mul_pi] at h
    exact (mul_eq_zero.mp h).resolve_right hs.ne'

/-- The characteristic polynomial of the `m`-atom path divides that of the `n`-atom path
over the rationals if and only if `m+1` divides `n+1`. -/
theorem pathPoly_dvd_iff (m n : ℕ) : pathPoly ℚ m ∣ pathPoly ℚ n ↔ m + 1 ∣ n + 1 := by
  refine ⟨fun h => ?_, pathPoly_dvd ℚ⟩
  rcases Nat.eq_zero_or_pos m with rfl | hm
  · simp
  have hmap : ∀ k, (pathPoly ℚ k).map (algebraMap ℚ ℝ) = pathPoly ℝ k := by
    intro k
    have e : (pathAdj ℚ k).map (algebraMap ℚ ℝ) = pathAdj ℝ k := by
      ext i j
      simp only [pathAdj, Matrix.map_apply, Matrix.of_apply]
      split_ifs <;> simp
    unfold pathPoly
    rw [← e, Matrix.charpoly_map]
  -- evaluate the factorisation at a root of the shorter chain
  obtain ⟨q, hq⟩ := h
  rw [← root_iff hm n, ← hmap n, hq, Polynomial.map_mul, hmap m, eval_mul,
    (root_iff hm m).mpr dvd_rfl, zero_mul]

/-- For `β ≠ 0`, the energy `α + β x` is an orbital level of the `n`-atom chain if and only
if `x` is a root of its secular polynomial. -/
theorem isLevel_iff {α β : ℝ} (hβ : β ≠ 0) (n : ℕ) (x : ℝ) :
    IsLevel α β n (α + β * x) ↔ (pathPoly ℝ n).eval x = 0 := by
  have hdet : (pathPoly ℝ n).eval x =
      (x • (1 : Matrix (Fin n) (Fin n) ℝ) - pathAdj ℝ n).det := by
    unfold pathPoly Matrix.charpoly
    rw [← Polynomial.coe_evalRingHom, RingHom.map_det]
    refine congrArg Matrix.det (Matrix.ext fun i j => ?_)
    by_cases h : i = j
    · subst h
      simp
    · simp [h]
  rw [hdet, ← Matrix.exists_mulVec_eq_zero_iff]
  refine exists_congr fun v => and_congr_right fun _ => ?_
  have key : (α + β * x) • v - (huckel α β n).mulVec v =
      β • (x • (1 : Matrix (Fin n) (Fin n) ℝ) - pathAdj ℝ n).mulVec v := by
    simp only [huckel, Matrix.add_mulVec, Matrix.sub_mulVec, Matrix.smul_mulVec,
      Matrix.one_mulVec]
    module
  constructor
  · intro h
    rw [h, sub_self] at key
    exact (smul_eq_zero.mp key.symm).resolve_left hβ
  · intro h
    rw [h, smul_zero] at key
    exact (sub_eq_zero.mp key).symm

/-- For `β ≠ 0`, all orbital levels of the `m`-atom chain recur in the `n`-atom chain if and
only if `m+1` divides `n+1`. -/
theorem levels_recur_iff {α β : ℝ} (hβ : β ≠ 0) (m n : ℕ) :
    (∀ E, IsLevel α β m E → IsLevel α β n E) ↔ m + 1 ∣ n + 1 := by
  constructor
  · intro h
    rcases Nat.eq_zero_or_pos m with rfl | hm
    · simp
    -- a single level of the shorter chain suffices
    exact (root_iff hm n).mp ((isLevel_iff hβ n _).mp
      (h _ ((isLevel_iff hβ m _).mpr ((root_iff hm m).mpr dvd_rfl))))
  · intro h E hE
    have e : E = α + β * ((E - α) / β) := by field_simp; ring
    rw [e, isLevel_iff hβ] at hE ⊢
    obtain ⟨q, hq⟩ := pathPoly_dvd ℝ h
    rw [hq, eval_mul, hE, zero_mul]

end LinearPolyene
```

```lean
#print axioms LinearPolyene.pathPoly_dvd_iff
#print axioms LinearPolyene.levels_recur_iff
```

```
'LinearPolyene.pathPoly_dvd_iff' depends on axioms: [propext, Classical.choice, Quot.sound]
'LinearPolyene.levels_recur_iff' depends on axioms: [propext, Classical.choice, Quot.sound]
```

## From the determinant to the energies

`charmatrix_path` lists the entries of $X\,1-A$. In `pathPoly_add_two`, `Matrix.det_succ_row_zero` expands along the first row; `h1` identifies the first minor with the chain of $n+1$ atoms, and `h2` expands the second along its first column.

`pathPoly_join` is the induction on $b$ with $a` left general. In `pathPoly_dvd`, the shorter chain has $m=b+1$ atoms, and `key` proves divisibility for sizes $k(b+2)+(b+1)$; its $k$ counts the added blocks, one fewer than the quotient $k$ above.

`eval_mul_sin` uses two-step induction, and `linear_combination` combines the two preceding cases as the recursion does. `root_iff` then converts a vanishing sine into an integer multiple of $\pi$ and returns to divisibility of natural numbers.

For the converse in `pathPoly_dvd_iff`, `hmap` carries the rational polynomials to real ones, because the root $2\cos(\pi/(m+1))$ need not be rational. The factorisation is then evaluated at that root.

In `isLevel_iff`, `hdet` writes $P_n(x)$ as a determinant, `Matrix.exists_mulVec_eq_zero_iff` links its vanishing to a null vector, and `key` is the energy identity above. `levels_recur_iff` applies this to the one deciding level in one direction, and to $x=(E-\alpha)/\beta$ for an arbitrary level $E$ in the other.
